# The condition number bounds the fraction of energy left by an exact line search along the gradient in a quadratic well

A molecule displaced slightly from its equilibrium geometry can have both soft and stiff modes. A torsion may cost little energy where a bond stretch of the same size costs a great deal. If the whole displacement is relaxed along the energy gradient, all modes share one step length. A step that suits the stiff modes hardly moves the soft ones, and a step that suits the soft modes makes the stiff ones overshoot. The same conflict arises in self-consistent-field calculations when the update follows an energy gradient and the step length acts as the mixing parameter. Suppose that the step length is chosen afresh each time, to give the lowest energy on the gradient line. How much of the excess energy can survive one step?

Near a stable minimum, take the energy to be quadratic and rotate the coordinates so that its Hessian \(A\) is diagonal, with entries \(a_i\). Let \(x_i\) be the displacement of mode \(i\), and measure the energy from the minimum:

\[
E(x)=\tfrac12\sum_i a_i x_i^2,\qquad g_i=a_i x_i .
\]

Here \(g\) is the gradient. All curvatures lie in an interval, \(m\le a_i\le L\), with \(m>0\). The condition \(m>0\) says that the minimum is stable in every mode, so that free translations, rotations and other zero modes have been removed. The claim is that for \(g\ne0\) the step

\[
x'=x-t_*g,\qquad t_*=\frac{\langle g,g\rangle}{\langle g,Ag\rangle},
\]

satisfies

\[
E(x')\le\rho^2E(x),\qquad \rho=\frac{L-m}{L+m}.
\]

## The energy along the gradient line

For any step length \(t\), expanding the square gives

\[
E(x-tg)=\tfrac12\sum_i a_i(x_i-tg_i)^2
=E(x)-t\sum_i a_ix_ig_i+\frac{t^2}{2}\sum_i a_ig_i^2 .
\]

Since \(a_ix_i=g_i\), the middle sum is \(\langle g,g\rangle\). Write \(C=\langle g,Ag\rangle=\sum_i a_ig_i^2\) for the second derivative of the energy with respect to \(t\), called the curvature along the line. It equals \(\langle g,g\rangle\) times a weighted average of the \(a_i\), so it need not itself lie between \(m\) and \(L\). No term of \(C\) is negative, and a mode with \(g_i\ne0\) contributes a positive one, so \(C>0\). With \(\langle g,g\rangle=t_*C\), completing the square gives, for every step length \(s\),

\[
E(x-sg)=E(x-t_*g)+\frac C2(s-t_*)^2 .
\]

The energy on the line therefore has exactly one minimum, at \(s=t_*\).

## Comparison with one fixed mixing parameter

Now take the step length \(\tau=2/(L+m)\), which depends only on the ends of the interval. It multiplies each displacement by its own damping factor:

\[
x_i-\tau g_i=(1-\tau a_i)x_i,\qquad 1-\tau a_i=\frac{L+m-2a_i}{L+m}.
\]

The difference of squares

\[
(L-m)^2-(L+m-2a_i)^2=4(L-a_i)(a_i-m)\ge0
\]

shows that \((1-\tau a_i)^2\le\rho^2\). Multiplying by \(\tfrac12a_ix_i^2\ge0\) and summing over the modes gives \(E(x-\tau g)\le\rho^2E(x)\). The exact line search does at least as well as any other step on the same line, and hence

\[
E(x-t_*g)\le E(x-\tau g)\le\rho^2E(x).
\]

## Many steps, and a displacement that attains the bound

Take \(m\) and \(L\) to be the smallest and largest curvatures, so that \(\kappa=L/m\) is the condition number. Dividing numerator and denominator by \(m\) gives \(\rho=(\kappa-1)/(\kappa+1)\). Each line search contributes one factor \(\rho^2\), so after \(n\) of them

\[
E(x^{(n)})\le\left(\frac{\kappa-1}{\kappa+1}\right)^{2n}E(x^{(0)}).
\]

If all curvatures are equal, as they are for a single mode, we may set \(m=L\). Then \(\rho=0\), and one step reaches the minimum. In the opposite limit of large \(\kappa\), \(\rho^2\approx1-4/\kappa\), and the number of steps that the bound guarantees to suffice for a given reduction grows in proportion to \(\kappa\). For steepest-descent relaxation in the finite, harmonic model, a preconditioner that lowers \(\kappa\) therefore improves the guaranteed rate, although a particular displacement may relax faster than the bound says.

The one-step factor can't be improved. Take two modes with curvatures \((m,L)\) and displacements \((L,m)\), so that the soft mode is displaced further. Both gradient components equal \(mL\), and

\[
t_*=\frac{2m^2L^2}{m^2L^2(m+L)}=\frac{2}{L+m}.
\]

The new displacements are

\[
L-\frac{2mL}{L+m}=\rho L,\qquad m-\frac{2mL}{L+m}=-\rho m .
\]

Each displacement keeps the fraction \(|\rho|\) of its size, and the energy falls from \(mL(L+m)/2\) to exactly \(\rho^2\) times that value.

## The quadratic model in Lean

The modes are labelled by a type `ι`. The functions `a` and `x` from `ι` to the reals hold the curvatures and the displacements.

```lean
import Mathlib

open Finset

namespace ExactLineSearch

noncomputable section

variable {ι : Type*}
```

The gradient is the componentwise product \(a_ix_i\).

```lean
/-- The gradient `g = A x` of the quadratic energy, for diagonal `A` with entries `a i`. -/
def grad (a x : ι → ℝ) : ι → ℝ := fun i => a i * x i
```

The update `descend a t x` is \(x-tg\). The sign convention makes a positive `t` a step against the gradient; a step that is too long can still raise the energy.

```lean
/-- The gradient update `x - t g` with step length (mixing parameter) `t`. -/
def descend (a : ι → ℝ) (t : ℝ) (x : ι → ℝ) : ι → ℝ := fun i => x i - t * grad a x i
```

From here on the set of modes is finite. The energy carries the factor \(\tfrac12\) and vanishes at the minimum \(x=0\).

```lean
variable [Fintype ι]

/-- The quadratic energy `⟨x, A x⟩ / 2` for diagonal `A` with entries `a i`. -/
def energy (a x : ι → ℝ) : ℝ := (∑ i, a i * x i ^ 2) / 2
```

The next two definitions are \(C\) and \(t_*\).

```lean
/-- The curvature `⟨g, A g⟩` of the energy along its gradient at `x`. -/
def curvature (a x : ι → ℝ) : ℝ := ∑ i, a i * grad a x i ^ 2

/-- The step length `⟨g, g⟩ / ⟨g, A g⟩`. -/
def lineStep (a x : ι → ℝ) : ℝ := (∑ i, grad a x i ^ 2) / curvature a x
```

The physical meaning of an exact line search is stated separately from the formula for its step length. `IsLineMin a x t` says that no real step length `s`, of either sign, gives a lower energy on the gradient line.

```lean
/-- The step length `t` minimises the energy along the gradient line through `x`. -/
def IsLineMin (a x : ι → ℝ) (t : ℝ) : Prop :=
  ∀ s : ℝ, energy a (descend a t x) ≤ energy a (descend a s x)
```

These definitions describe a harmonic energy in orthonormal coordinates along the eigenvectors of its Hessian. Anharmonic terms, noisy gradients and line searches that stop short of the minimum are not included. The model could also have been built on a symmetric positive definite matrix, with \(m\) and \(L\) bounding its eigenvalues. An orthogonal change of coordinates turns that case into the diagonal one and leaves the bound as it is.

## The line minimum and its step length

The first theorem is the expansion of the energy in \(t\). It needs no assumption on the signs of the curvatures. The proof gathers both sides into single sums over the modes, and `ring` checks the identity for one mode.

```lean
/-- Along the gradient line the energy is a quadratic function of the step length, with
slope `-⟨g, g⟩` at the start and second derivative `⟨g, A g⟩`. -/
theorem energy_descend (a x : ι → ℝ) (t : ℝ) :
    energy a (descend a t x) =
      energy a x - t * (∑ i, grad a x i ^ 2) + t ^ 2 / 2 * curvature a x := by
  simp only [energy, curvature, descend, grad, Finset.mul_sum, Finset.sum_div,
    ← Finset.sum_sub_distrib, ← Finset.sum_add_distrib]
  apply Finset.sum_congr rfl
  intro i _
  ring
```

Positivity of \(C\) follows the argument by hand. A nonzero gradient function has a nonzero component `i`, and `Finset.sum_pos'` combines the nonnegative terms with that one positive term.

```lean
/-- For positive entries of `A`, the curvature along a nonzero gradient is positive. -/
theorem curvature_pos {a x : ι → ℝ} (ha : ∀ i, 0 < a i) (hg : grad a x ≠ 0) :
    0 < curvature a x := by
  obtain ⟨i, hi⟩ := Function.ne_iff.mp hg
  have hi' : grad a x i ≠ 0 := hi
  unfold curvature
  refine Finset.sum_pos' (fun j _ => mul_nonneg (ha j).le (sq_nonneg _))
    ⟨i, Finset.mem_univ i, mul_pos (ha i) ?_⟩
  positivity
```

The equivalence `isLineMin_iff` says that, at a nonzero gradient and for positive curvatures, `t` is a line minimiser exactly when it equals \(t_*\). Inside the proof, `hs` is the relation \(t_*C=\langle g,g\rangle\), and `gap` is the completed square, obtained by combining the expansion at `s` with the expansion at \(t_*\). If a minimiser differed from \(t_*\), its energy would exceed the energy at \(t_*\) by a positive amount, which is a contradiction. Conversely, the square is never negative, so \(t_*\) is a minimiser.

```lean
/-- For positive entries of `A` and a nonzero gradient, a step length minimises the energy along the
gradient line exactly when it equals `⟨g, g⟩ / ⟨g, A g⟩`. -/
theorem isLineMin_iff {a x : ι → ℝ} (ha : ∀ i, 0 < a i) (hg : grad a x ≠ 0) (t : ℝ) :
    IsLineMin a x t ↔ t = lineStep a x := by
  have hC := curvature_pos ha hg
  have hs : lineStep a x * curvature a x = ∑ i, grad a x i ^ 2 :=
    div_mul_cancel₀ _ hC.ne'
  -- complete the square around the explicit step
  have gap : ∀ s : ℝ, energy a (descend a s x) =
      energy a (descend a (lineStep a x) x)
        + curvature a x / 2 * (s - lineStep a x) ^ 2 := by
    intro s
    have h1 := energy_descend a x s
    have h2 := energy_descend a x (lineStep a x)
    linear_combination h1 - h2 + (s - lineStep a x) * hs
  constructor
  · intro h
    by_contra hne
    have h1 := h (lineStep a x)
    have h2 := gap t
    have h3 : t - lineStep a x ≠ 0 := sub_ne_zero.mpr hne
    have h4 : 0 < curvature a x / 2 * (t - lineStep a x) ^ 2 := by positivity
    linarith
  · intro h s
    rw [h]
    have h2 := gap s
    have h4 : 0 ≤ curvature a x / 2 * (s - lineStep a x) ^ 2 := by positivity
    linarith
```

## From the fixed step to the exact one

The theorem `fixed_mixing_bound` treats the step \(\tau=2/(L+m)\) for every displacement, including \(x=0\). The equation `e` rewrites the damping factor as a single fraction. The inequality `key` bounds its square by \(\rho^2\), and `nlinarith` receives the product \((a_i-m)(L-a_i)\ge0\) that decides the matter. The `calc` block then weights this inequality with \(a_ix_i^2\), and `Finset.sum_le_sum` adds up the modes.

```lean
/-- If `m > 0` and all entries of `A` lie between `m` and `L`, fixed mixing with step length `2 / (L
+ m)` leaves at most `((L - m) / (L + m))²` times the initial energy. -/
theorem fixed_mixing_bound {a : ι → ℝ} {m L : ℝ} (hm : 0 < m)
    (hma : ∀ i, m ≤ a i) (haL : ∀ i, a i ≤ L) (x : ι → ℝ) :
    energy a (descend a (2 / (L + m)) x) ≤ ((L - m) / (L + m)) ^ 2 * energy a x := by
  have hsum : ∑ i, a i * descend a (2 / (L + m)) x i ^ 2 ≤
      ((L - m) / (L + m)) ^ 2 * ∑ i, a i * x i ^ 2 := by
    rw [Finset.mul_sum]
    refine Finset.sum_le_sum fun i _ => ?_
    have h1 := hma i
    have h2 := haL i
    have hpos : 0 < L + m := by linarith
    have hai : 0 ≤ a i := by linarith
    have e : 1 - 2 / (L + m) * a i = (L + m - 2 * a i) / (L + m) := by
      rw [eq_div_iff hpos.ne', sub_mul, one_mul, mul_right_comm,
        div_mul_cancel₀ _ hpos.ne']
    -- the squared damping factor is at most its value at the ends of the interval [m, L]
    have key : (1 - 2 / (L + m) * a i) ^ 2 ≤ ((L - m) / (L + m)) ^ 2 := by
      rw [e, div_pow, div_pow]
      gcongr ?_ / _
      nlinarith [mul_nonneg (sub_nonneg.2 h1) (sub_nonneg.2 h2)]
    calc a i * descend a (2 / (L + m)) x i ^ 2
        = (1 - 2 / (L + m) * a i) ^ 2 * (a i * x i ^ 2) := by
          simp only [descend, grad]
          ring
      _ ≤ ((L - m) / (L + m)) ^ 2 * (a i * x i ^ 2) :=
          mul_le_mul_of_nonneg_right key (mul_nonneg hai (sq_nonneg _))
  unfold energy
  rw [← mul_div_assoc]
  linarith
```

The comparison of the two steps takes one line. The hypothesis `ht` holds for every competing step length; here it is applied to \(2/(L+m)\) and chained with the previous theorem. No assumption on the gradient is needed.

```lean
/-- If `m > 0` and all entries of `A` lie between `m` and `L`, any step that minimises the energy
along the gradient line leaves at most `((L - m) / (L + m))²` times the initial energy. -/
theorem lineMin_bound {a x : ι → ℝ} {m L t : ℝ} (hm : 0 < m)
    (hma : ∀ i, m ≤ a i) (haL : ∀ i, a i ≤ L) (ht : IsLineMin a x t) :
    energy a (descend a t x) ≤ ((L - m) / (L + m)) ^ 2 * energy a x :=
  (ht _).trans (fixed_mixing_bound hm hma haL x)
```

The main theorem concerns the explicit quotient. Its hypotheses are \(m>0\), the two bounds on every curvature, and \(g\ne0\). Its conclusion has two parts: \(C>0\), so the quotient defining \(t_*\) has a nonzero denominator, and \(E(x-t_*g)\le\rho^2E(x)\). The proof uses `isLineMin_iff` to recognise \(t_*\) as a line minimiser and then applies `lineMin_bound`.

```lean
/-- Let `m > 0` and let all entries of `A` lie between `m` and `L`. At a nonzero gradient the
curvature `⟨g, A g⟩` is positive, and the step of length `⟨g, g⟩ / ⟨g, A g⟩` leaves at most `((L -
m) / (L + m))²` times the initial energy. -/
theorem exact_line_search_bound {a x : ι → ℝ} {m L : ℝ} (hm : 0 < m)
    (hma : ∀ i, m ≤ a i) (haL : ∀ i, a i ≤ L) (hg : grad a x ≠ 0) :
    0 < curvature a x ∧
      energy a (descend a (lineStep a x) x) ≤ ((L - m) / (L + m)) ^ 2 * energy a x := by
  have ha : ∀ i, 0 < a i := fun i => hm.trans_le (hma i)
  exact ⟨curvature_pos ha hg,
    lineMin_bound hm hma haL ((isLineMin_iff ha hg _).2 rfl)⟩
```

## The rate over a sequence of line searches

In `iterated_bound`, `x k` is the whole displacement after `k` steps and `t k` is the step length used next. The hypotheses say that each `t k` minimises the energy along the current gradient line and that `x (k + 1)` is the resulting point. A sequence that reaches the minimum early is covered too, with no appeal to a quotient whose denominator is zero. There the gradient vanishes, every step length is a minimiser, and the displacement stays at zero.

The proof first turns \((\kappa-1)/(\kappa+1)\) back into \(\rho\). It abbreviates \(\rho^2\) as `q` and proceeds by induction on `n`. In the induction step, the bound for one line search is multiplied into the bound for the first `n`, which preserves the inequality because \(q\ge0\).

```lean
/-- If `m > 0` and all entries of `A` lie between `m` and `L`, then after `n` exact line searches
the energy is at most `((κ - 1) / (κ + 1))²` to the power `n` times its initial value, where `κ = L
/ m`. -/
theorem iterated_bound {a : ι → ℝ} {m L : ℝ} (hm : 0 < m)
    (hma : ∀ i, m ≤ a i) (haL : ∀ i, a i ≤ L) (x : ℕ → ι → ℝ) (t : ℕ → ℝ)
    (ht : ∀ k, IsLineMin a (x k) (t k))
    (hx : ∀ k, x (k + 1) = descend a (t k) (x k)) (n : ℕ) :
    energy a (x n) ≤ (((L / m - 1) / (L / m + 1)) ^ 2) ^ n * energy a (x 0) := by
  have h1 : L / m - 1 = (L - m) / m := by rw [sub_div, div_self hm.ne']
  have h2 : L / m + 1 = (L + m) / m := by rw [add_div, div_self hm.ne']
  rw [h1, h2, div_div_div_cancel_right₀ hm.ne']
  have step : ∀ k, energy a (x (k + 1)) ≤ ((L - m) / (L + m)) ^ 2 * energy a (x k) := by
    intro k
    rw [hx k]
    exact lineMin_bound hm hma haL (ht k)
  obtain ⟨q, hq⟩ : ∃ q : ℝ, q = ((L - m) / (L + m)) ^ 2 := ⟨_, rfl⟩
  have hq0 : 0 ≤ q := by rw [hq]; exact sq_nonneg _
  rw [← hq]
  simp only [← hq] at step
  -- each line search contributes one factor q
  induction n with
  | zero => simp
  | succ n ih =>
    calc energy a (x (n + 1)) ≤ q * energy a (x n) := step n
      _ ≤ q * (q ^ n * energy a (x 0)) := mul_le_mul_of_nonneg_left ih hq0
      _ = q ^ (n + 1) * energy a (x 0) := by ring
```

## Equality for two modes

The last theorem takes the two-mode example, with `![m, L]` as the curvatures and `![L, m]` as the displacements. It states that the initial energy is positive, which excludes the empty equality \(0=0\) at the minimum, and that the exact line search leaves exactly the fraction \(\rho^2\). For \(m\le L\) this is the situation of the main theorem, so no smaller factor depending only on \(m\) and \(L\) could hold there for all systems.

In the proof, `hs` evaluates the exact step as \(2/(L+m)\). The equations `e1` and `e2` are the two new displacements \(\rho L\) and \(-\rho m\), and `ring` compares the energies.

```lean
/-- For two modes with positive curvatures `m` and `L` and displacements `L` and `m`, the energy is
positive, and the step of length `⟨g, g⟩ / ⟨g, A g⟩` leaves exactly `((L - m) / (L + m))²` times
that energy. -/
theorem bound_sharp {m L : ℝ} (hm : 0 < m) (hL : 0 < L) :
    0 < energy ![m, L] ![L, m] ∧
      energy ![m, L] (descend ![m, L] (lineStep ![m, L] ![L, m]) ![L, m]) =
        ((L - m) / (L + m)) ^ 2 * energy ![m, L] ![L, m] := by
  -- both gradient components equal m L, so the exact step is the fixed step 2 / (L + m)
  have hs : lineStep ![m, L] ![L, m] = 2 / (L + m) := by
    simp only [lineStep, curvature, grad, Fin.sum_univ_two, Matrix.cons_val_zero,
      Matrix.cons_val_one]
    rw [div_eq_div_iff (by positivity) (by positivity)]
    ring
  have hne : L + m ≠ 0 := by positivity
  constructor
  · simp only [energy, Fin.sum_univ_two, Matrix.cons_val_zero, Matrix.cons_val_one]
    positivity
  · rw [hs]
    simp only [energy, descend, grad, Fin.sum_univ_two, Matrix.cons_val_zero,
      Matrix.cons_val_one]
    have hu : (L + m)⁻¹ * (L + m) = 1 := inv_mul_cancel₀ hne
    have e1 : L - 2 / (L + m) * (m * L) = (L - m) / (L + m) * L := by
      linear_combination (-L) * hu
    have e2 : m - 2 / (L + m) * (L * m) = -((L - m) / (L + m) * m) := by
      linear_combination (-m) * hu
    rw [e1, e2]
    ring

end

end ExactLineSearch
```

```lean
#print axioms ExactLineSearch.exact_line_search_bound
#print axioms ExactLineSearch.iterated_bound
#print axioms ExactLineSearch.bound_sharp
```

```
'ExactLineSearch.exact_line_search_bound' depends on axioms: [propext, Classical.choice, Quot.sound]
'ExactLineSearch.iterated_bound' depends on axioms: [propext, Classical.choice, Quot.sound]
'ExactLineSearch.bound_sharp' depends on axioms: [propext, Classical.choice, Quot.sound]
```
